# The Hartree–Fock second variation with real symmetric A and B is nonnegative exactly when A+B and A−B are positive semidefinite

Should the Hartree–Fock second variation be derived from a many-electron energy, or taken directly as a quadratic form in complex orbital-rotation amplitudes? I would take the quadratic form as given. For real symmetric matrices \(A\) and \(B\) and amplitudes \(z=x+\mathrm{i}y\), with \(x,y\) real, I expect

\[
z^\dagger A z+\operatorname{Re}(z^{\mathsf T}Bz)
=x^{\mathsf T}(A+B)x+y^{\mathsf T}(A-B)y .
\]

Stability against real rotations would then be a condition on \(A+B\), and stability against purely imaginary rotations, which make real orbitals complex, a condition on \(A-B\). Can this be made rigorous and machine-checked, including the "if and only if"?

## Real and imaginary rotations decouple

Yes. Starting from the quadratic form, the whole argument is finite-dimensional algebra. The indices \(i,j\) run over a finite set of orbital excitations, and the upright \(\mathrm{i}\) is the imaginary unit. With \(z_i=x_i+\mathrm{i}y_i\), one term of the first double sum is

\[
\bar z_iA_{ij}z_j=A_{ij}\big[(x_ix_j+y_iy_j)+\mathrm{i}(x_iy_j-y_ix_j)\big].
\]

Summed over \(i,j\), the imaginary part is \(x^{\mathsf T}Ay-y^{\mathsf T}Ax\), which vanishes because \(A\) is symmetric. So \(z^\dagger Az\) is real. The second term has no complex conjugate, which reverses the sign of the \(y_iy_j\) product:

\[
\operatorname{Re}(z_iB_{ij}z_j)=B_{ij}(x_ix_j-y_iy_j).
\]

Adding the real parts and summing gives

\[
\sum_{i,j}\big[x_i(A_{ij}+B_{ij})x_j+y_i(A_{ij}-B_{ij})y_j\big],
\]

which is the claimed splitting. Conjugating \(z\) replaces \(y\) by \(-y\) and leaves this value unchanged.

If the form is nonnegative for every \(z\), setting \(y=0\) shows that \(A+B\) is positive semidefinite, and setting \(x=0\) shows the same for \(A-B\). Conversely, if both matrices are positive semidefinite, the form is a sum of two nonnegative numbers. For the strict version, \(z\neq0\) means that at least one of \(x,y\) is nonzero, so positive definiteness makes at least one summand positive while the other is nonnegative.

The real condition does not imply the imaginary one. Take

\[
A=\begin{pmatrix}2&0\\0&2\end{pmatrix},\qquad
B=\begin{pmatrix}1&2\\2&1\end{pmatrix}.
\]

Numbering the components from 0, a real rotation gives

\[
3x_0^2+4x_0x_1+3x_1^2=2(x_0+x_1)^2+x_0^2+x_1^2,
\]

which is positive for \(x\neq0\). The imaginary rotation with \(y=(1,1)\) gives \(1-2-2+1=-2\), or \(-1\) for the normalised vector \(y=(1,1)/\sqrt2\).

## What the Lean statements say about the physics

The finite type `n` labels the excitations, `rotation x y` is the vector \(x+\mathrm{i}y\), and `secondVariation A B z` is the quadratic form. Its definition takes the real part of both terms; `excitation_term_real` shows that this discards nothing from the first when \(A\) is symmetric. In the code, `A.map Complex.ofReal` regards the real matrix as complex, `*ᵥ` applies a matrix to a vector, and `⬝ᵥ` is the dot product without conjugation, so the conjugation in \(z^\dagger\) is written as `star z`.

Physically, \(A\) collects matrix elements between singly excited determinants, measured from the reference energy, and \(B\) couples the reference to doubly excited determinants. Their reality stands for real orbitals and a real Hamiltonian, as without a magnetic field or spin–orbit coupling. The hypotheses `hA` and `hB` express their symmetry.

The main theorem, `stable_iff`, says that `secondVariation` is nonnegative for all complex `z` exactly when `A + B` and `A - B` are both `PosSemidef`. `stability_channels` gives the two conditions separately, and `strictly_stable_iff` gives the positive definite version.

Complex conjugation of the amplitudes represents time reversal only when spin is left out. With spin, time reversal also flips the spin, and some imaginary rotations leave a closed-shell determinant time-reversal invariant, such as those that give the same spatial excitation opposite amplitudes for the two spins. The matrices are given, not computed from orbitals and integrals. The two-excitation example is an algebraic illustration, not derived from a molecule: for excitations between individual spin orbitals the diagonal of \(B\) would be zero, because the same excitation cannot be made twice. That the reference is a stationary point of the energy is part of the interpretation. At such a point, a nonnegative second variation is necessary for a local minimum but does not guarantee one; a second variation that is positive for every \(z\neq0\) does.

For stability analysis in electronic structure, with real symmetric matrices in a finite excitation space, the result separates two tests: real rotations test \(A+B\), and imaginary rotations test \(A-B\). As the example shows, positivity of the first matrix does not by itself guarantee positivity of the second.

```lean
import Mathlib

open Matrix

namespace HartreeFockStability

noncomputable section

variable {n : Type*} [Fintype n]

/-- Complex orbital-rotation amplitudes `x + i y` with real part `x` and imaginary part `y`. -/
def rotation (x y : n → ℝ) : n → ℂ := fun i => (x i : ℂ) + (y i : ℂ) * Complex.I

/-- The second variation `Re (z† A z) + Re (zᵀ B z)` of the Hartree-Fock energy for real
matrices `A`, `B` and complex amplitudes `z`. -/
def secondVariation (A B : Matrix n n ℝ) (z : n → ℂ) : ℝ :=
  (star z ⬝ᵥ A.map Complex.ofReal *ᵥ z).re + (z ⬝ᵥ B.map Complex.ofReal *ᵥ z).re

omit [Fintype n] in
/-- Every complex amplitude vector is the rotation built from its real and imaginary parts. -/
theorem eq_rotation (z : n → ℂ) :
    z = rotation (fun i => (z i).re) (fun i => (z i).im) :=
  funext fun i => (Complex.re_add_im (z i)).symm

/-- For a real symmetric matrix `A` the term `z† A z` has no imaginary part. -/
theorem excitation_term_real {A : Matrix n n ℝ} (hA : A.IsSymm) (z : n → ℂ) :
    (star z ⬝ᵥ A.map Complex.ofReal *ᵥ z).im = 0 := by
  obtain ⟨x, y, rfl⟩ : ∃ x y, z = rotation x y := ⟨_, _, eq_rotation z⟩
  -- the two cross terms agree because `A` is symmetric
  have hsym : x ⬝ᵥ A *ᵥ y = y ⬝ᵥ A *ᵥ x := by
    rw [Matrix.dotProduct_mulVec, ← Matrix.mulVec_transpose, hA.eq, dotProduct_comm]
  have him : (star (rotation x y) ⬝ᵥ A.map Complex.ofReal *ᵥ rotation x y).im
      = x ⬝ᵥ A *ᵥ y - y ⬝ᵥ A *ᵥ x := by
    simp only [dotProduct, mulVec, Finset.mul_sum, Complex.im_sum, ← Finset.sum_sub_distrib]
    refine Finset.sum_congr rfl fun i _ => Finset.sum_congr rfl fun j _ => ?_
    simp only [rotation, Pi.star_apply, Complex.star_def, Matrix.map_apply, Complex.mul_re,
      Complex.mul_im, Complex.conj_re, Complex.conj_im, Complex.add_re, Complex.add_im,
      Complex.ofReal_re, Complex.ofReal_im, Complex.I_re, Complex.I_im]
    ring
  rw [him, hsym, sub_self]

/-- The second variation splits into a form `A + B` in the real amplitudes and a form `A - B`
in the imaginary amplitudes. -/
theorem secondVariation_split (A B : Matrix n n ℝ) (x y : n → ℝ) :
    secondVariation A B (rotation x y) = x ⬝ᵥ (A + B) *ᵥ x + y ⬝ᵥ (A - B) *ᵥ y := by
  -- compare the double sums entry by entry
  simp only [secondVariation, dotProduct, mulVec, Finset.mul_sum, Complex.re_sum,
    ← Finset.sum_add_distrib]
  refine Finset.sum_congr rfl fun i _ => Finset.sum_congr rfl fun j _ => ?_
  simp only [rotation, Pi.star_apply, Complex.star_def, Matrix.map_apply, Complex.mul_re,
    Complex.mul_im, Complex.conj_re, Complex.conj_im, Complex.add_re, Complex.add_im,
    Complex.ofReal_re, Complex.ofReal_im, Complex.I_re, Complex.I_im,
    Matrix.add_apply, Matrix.sub_apply]
  ring

/-- Complex conjugation of the amplitudes leaves the second variation unchanged. -/
theorem secondVariation_conj (A B : Matrix n n ℝ) (z : n → ℂ) :
    secondVariation A B (star z) = secondVariation A B z := by
  obtain ⟨x, y, rfl⟩ : ∃ x y, z = rotation x y := ⟨_, _, eq_rotation z⟩
  have h : star (rotation x y) = rotation x (-y) := by
    funext i
    apply Complex.ext <;> simp [rotation]
  rw [h, secondVariation_split, secondVariation_split]
  simp only [mulVec_neg, neg_dotProduct, dotProduct_neg, neg_neg]

/-- A real symmetric matrix is positive semidefinite iff its real quadratic form is
nonnegative. -/
theorem posSemidef_iff_real {M : Matrix n n ℝ} (hM : M.IsSymm) :
    M.PosSemidef ↔ ∀ x : n → ℝ, 0 ≤ x ⬝ᵥ M *ᵥ x := by
  have hH : M.IsHermitian := by
    rw [Matrix.IsHermitian, conjTranspose_eq_transpose_of_trivial]
    exact hM
  rw [posSemidef_iff_dotProduct_mulVec]
  exact ⟨fun h x => by simpa only [star_trivial] using h.2 x,
    fun h => ⟨hH, fun x => by simpa only [star_trivial] using h x⟩⟩

/-- A real symmetric matrix is positive definite iff its real quadratic form is positive on
nonzero vectors. -/
theorem posDef_iff_real {M : Matrix n n ℝ} (hM : M.IsSymm) :
    M.PosDef ↔ ∀ x : n → ℝ, x ≠ 0 → 0 < x ⬝ᵥ M *ᵥ x := by
  have hH : M.IsHermitian := by
    rw [Matrix.IsHermitian, conjTranspose_eq_transpose_of_trivial]
    exact hM
  rw [posDef_iff_dotProduct_mulVec]
  constructor
  · intro h x hx
    have h2 : 0 < star x ⬝ᵥ M *ᵥ x := by
      apply h.2
      exact hx
    simpa only [star_trivial] using h2
  · intro h
    refine ⟨hH, ?_⟩
    intro x hx
    simpa only [star_trivial] using h x hx

/-- For real symmetric `A` and `B`, the second variation is nonnegative for all real rotations iff
`A + B` is positive semidefinite, and for all purely imaginary rotations iff `A - B` is. -/
theorem stability_channels {A B : Matrix n n ℝ} (hA : A.IsSymm) (hB : B.IsSymm) :
    ((∀ x, 0 ≤ secondVariation A B (rotation x 0)) ↔ (A + B).PosSemidef) ∧
    ((∀ y, 0 ≤ secondVariation A B (rotation 0 y)) ↔ (A - B).PosSemidef) := by
  rw [posSemidef_iff_real (hA.add hB), posSemidef_iff_real (hA.sub hB)]
  constructor
  · simp only [secondVariation_split, zero_dotProduct, add_zero]
  · simp only [secondVariation_split, zero_dotProduct, zero_add]

/-- For real symmetric `A` and `B`, the second variation is nonnegative for all complex rotations
iff both `A + B` and `A - B` are positive semidefinite. -/
theorem stable_iff {A B : Matrix n n ℝ} (hA : A.IsSymm) (hB : B.IsSymm) :
    (∀ z, 0 ≤ secondVariation A B z) ↔ (A + B).PosSemidef ∧ (A - B).PosSemidef := by
  constructor
  · intro h
    exact ⟨(stability_channels hA hB).1.1 fun x => h _,
      (stability_channels hA hB).2.1 fun y => h _⟩
  · rintro ⟨hp, hm⟩ z
    rw [eq_rotation z, secondVariation_split]
    exact add_nonneg ((posSemidef_iff_real (hA.add hB)).1 hp _)
      ((posSemidef_iff_real (hA.sub hB)).1 hm _)

/-- For real symmetric `A` and `B`, the second variation is positive for every nonzero complex
rotation iff both `A + B` and `A - B` are positive definite. -/
theorem strictly_stable_iff {A B : Matrix n n ℝ} (hA : A.IsSymm) (hB : B.IsSymm) :
    (∀ z, z ≠ 0 → 0 < secondVariation A B z) ↔ (A + B).PosDef ∧ (A - B).PosDef := by
  constructor
  · intro h
    rw [posDef_iff_real (hA.add hB), posDef_iff_real (hA.sub hB)]
    constructor
    · intro x hx
      have hz : rotation x 0 ≠ 0 := fun h0 => hx (funext fun i => by
        simpa [rotation] using congrArg Complex.re (congrFun h0 i))
      simpa only [secondVariation_split, zero_dotProduct, add_zero] using h _ hz
    · intro y hy
      have hz : rotation 0 y ≠ 0 := fun h0 => hy (funext fun i => by
        simpa [rotation] using congrArg Complex.im (congrFun h0 i))
      simpa only [secondVariation_split, zero_dotProduct, zero_add] using h _ hz
  · rintro ⟨hp, hm⟩ z hz
    obtain ⟨x, y, rfl⟩ : ∃ x y, z = rotation x y := ⟨_, _, eq_rotation z⟩
    rw [secondVariation_split]
    by_cases hx : x = 0
    · -- a nonzero rotation without real part has a nonzero imaginary part
      subst hx
      have hy : y ≠ 0 := by
        rintro rfl
        exact hz (by funext i; simp [rotation])
      simpa only [zero_dotProduct, zero_add] using (posDef_iff_real (hA.sub hB)).1 hm y hy
    · exact add_pos_of_pos_of_nonneg ((posDef_iff_real (hA.add hB)).1 hp x hx)
        ((posSemidef_iff_real (hA.sub hB)).1 hm.posSemidef y)

/-- A model with two excitations whose second variation is positive for all nonzero real
rotations but negative for the imaginary rotation `(i, i)`. -/
theorem real_stable_complex_unstable :
    (∀ x : Fin 2 → ℝ, x ≠ 0 →
      0 < secondVariation !![2, 0; 0, 2] !![1, 2; 2, 1] (rotation x 0)) ∧
    secondVariation !![2, 0; 0, 2] !![1, 2; 2, 1] (rotation 0 ![1, 1]) < 0 := by
  constructor
  · intro x hx
    have hp : 0 < x 0 ^ 2 + x 1 ^ 2 := by
      rcases eq_or_ne (x 0) 0 with h0 | h0
      · have h1 : x 1 ≠ 0 := fun h1 => hx (by
          ext i
          fin_cases i <;> simp [h0, h1])
        positivity
      · positivity
    -- complete the square
    have e : secondVariation !![2, 0; 0, 2] !![1, 2; 2, 1] (rotation x 0)
        = 2 * (x 0 + x 1) ^ 2 + (x 0 ^ 2 + x 1 ^ 2) := by
      rw [secondVariation_split]
      simp [dotProduct, mulVec, Fin.sum_univ_two]
      ring
    rw [e]
    positivity
  · rw [secondVariation_split]
    norm_num [dotProduct, mulVec, Fin.sum_univ_two]

end

end HartreeFockStability
```

```lean
#print axioms HartreeFockStability.posSemidef_iff_real
-- 'HartreeFockStability.posSemidef_iff_real' depends on axioms: [propext, Classical.choice, Quot.sound]
#print axioms HartreeFockStability.stable_iff
-- 'HartreeFockStability.stable_iff' depends on axioms: [propext, Classical.choice, Quot.sound]
#print axioms HartreeFockStability.strictly_stable_iff
-- 'HartreeFockStability.strictly_stable_iff' depends on axioms: [propext, Classical.choice, Quot.sound]
#print axioms HartreeFockStability.real_stable_complex_unstable
-- 'HartreeFockStability.real_stable_complex_unstable' depends on axioms: [propext, Classical.choice, Quot.sound]
```

## How the proof follows the algebra

`eq_rotation` writes any complex vector in terms of its real and imaginary parts, so the later proofs can work with \(x\) and \(y\). In `excitation_term_real`, the step `him` computes the imaginary part as the difference of two cross terms, and `hsym` uses the symmetry of \(A\) to equate them.

`secondVariation_split` expands both sides into double sums. The two uses of `Finset.sum_congr` reduce the claim to a single pair \(i,j\), `simp` computes the real parts, and `ring` checks the remaining polynomial identity. Symmetry is not needed here. `secondVariation_conj` applies the splitting to \(y\) and \(-y\).

Mathlib's positivity predicates include the requirement that the matrix be Hermitian. `posSemidef_iff_real` and `posDef_iff_real` obtain this from symmetry and reduce the rest to the sign of \(x^{\mathsf T}Mx\) for real \(x\).

`stability_channels` then sets one component to zero. `stable_iff` uses these two cases in one direction and `add_nonneg` in the other. `strictly_stable_iff` distinguishes whether \(x=0\): if so, \(y\) must be nonzero and supplies the positive term; otherwise \(x\) does. `real_stable_complex_unstable` completes the square shown above for real rotations and evaluates the imaginary one by exact arithmetic.

## The same form as one block matrix

The second variation could also have been modelled as

\[
\frac12
\begin{pmatrix}z\\ \bar z\end{pmatrix}^{\!\dagger}
\begin{pmatrix}A&B\\B&A\end{pmatrix}
\begin{pmatrix}z\\ \bar z\end{pmatrix}.
\]

Stability would then be a condition on one matrix of twice the size, and the proof would need an extra step to block-diagonalise it into \(A+B\) and \(A-B\). In return, this version extends naturally to complex orbitals, with \(\bar B\) and \(\bar A\) in the lower row, where the separation into real and imaginary rotations generally fails.
